# The exchange peak matrix exp(tK) diag(p) is symmetric for all t if and only if K_ij p_j = K_ji p_i

## Do the two cross peaks of an exchange pair always match?

Take a spin that hops between two sites, from 0 to 1 with rate $a>0$ and back with rate $b>0$. The equilibrium populations are $p_0=b/(a+b)$ and $p_1=a/(a+b)$, so the flux $a\,p_0$ from 0 to 1 equals the flux $b\,p_1$ from 1 to 0. In a two-dimensional exchange spectrum with mixing time $t$, I find that both cross peaks have the intensity

$$\frac{ab}{(a+b)^2}\left(1-e^{-(a+b)t}\right),$$

although the two rates may be very different. I believe that equal fluxes do the same for any number of sites, at every mixing time. Is that right, and does symmetry of the spectrum in turn imply equal fluxes? I would like to see a rigorous argument, with a proof that a machine has checked.

## Balanced fluxes give mirror symmetry, and symmetry at all times gives them back

Both directions hold for linear exchange among finitely many sites. Let $K_{ij}$ be the rate from site $j$ to site $i$ for $i\neq j$, let $K_{jj}$ be minus the total rate out of $j$, and let $D=\mathrm{diag}(p)$ hold the populations. Magnetization that starts on site $j$ with weight $p_j$ is found on site $i$ after the mixing time with intensity

$$G_{ij}(t)=\left(e^{tK}D\right)_{ij}=\left(e^{tK}\right)_{ij}p_j .$$

In your example,

$$KD=\frac{ab}{a+b}\begin{pmatrix}-1&1\\1&-1\end{pmatrix}.$$

The rate matrix $K$ is not symmetric unless $a=b$, but $KD$ is, and this is what carries over to $N$ sites.

**From fluxes to peaks.** Detailed balance, $K_{ij}p_j=K_{ji}p_i$, says that every exchange step is as frequent as its reverse, as expected at thermal equilibrium. In matrix form it reads $KD=DK^{\mathsf T}$. If $K^kD=D(K^{\mathsf T})^k$ for some $k$, then

$$K^{k+1}D=K^k(KD)=K^kDK^{\mathsf T}=D(K^{\mathsf T})^{k+1},$$

so the relation holds for all powers. Multiplying by $t^k/k!$ and summing gives

$$e^{tK}D=De^{tK^{\mathsf T}}=\left(e^{tK}D\right)^{\mathsf T}.$$

**From peaks to fluxes.** The derivative of $e^{tK}$ at $t=0$ is $K$, so peak $(i,j)$ builds up with initial rate $K_{ij}p_j$. If $G_{ij}(t)=G_{ji}(t)$ for all $t$, the two derivatives at zero agree, and this is detailed balance.

**Relaxation losses.** If site $i$ also loses magnetization at rate $R_i$, then $K$ becomes $K-\mathrm{diag}(R)$. Only diagonal entries change, and for $i=j$ the balance condition is trivial. The symmetry survives.

**A bound on cross peaks.** Write $E=e^{tK/2}$, so that $e^{tK}=EE$. The matrix $ED$ is symmetric by the result above, hence

$$G_{ij}(t)=\sum_k E_{ik}(ED)_{kj}=\sum_k E_{ik}(ED)_{jk}=\sum_k p_kE_{ik}E_{jk}.$$

For $p_k\ge 0$ this is the scalar product of the vectors with components $\sqrt{p_k}E_{ik}$ and $\sqrt{p_k}E_{jk}$. The Cauchy–Schwarz inequality gives $G_{ij}^2\le G_{ii}G_{jj}$.

**Sums of peaks.** If exchange conserves magnetization, each column of $K$ sums to zero. With $\mathbf 1$ the column of ones, $\mathbf 1^{\mathsf T}K=0$, so only the zeroth term of the series survives and $\mathbf 1^{\mathsf T}e^{tK}=\mathbf 1^{\mathsf T}$. Therefore $\sum_iG_{ij}=p_j$, and under detailed balance the symmetry gives $\sum_iG_{ji}=p_j$ as well: the row and the column of a site both add up to its population.

Here is the complete Lean file.

```lean
import Mathlib

open Matrix

namespace ExchangeCrossPeaks

variable {n : Type*} [Fintype n] [DecidableEq n]

/-- Detailed balance: the flux from site `j` to site `i` equals the flux back, where `K i j` is
the rate from `j` to `i` and `p` lists the populations. -/
def DetailedBalance (K : Matrix n n ℝ) (p : n → ℝ) : Prop :=
  ∀ i j, K i j * p j = K j i * p i

/-- The matrix of peak intensities of an exchange spectrum with mixing time `t`: the initial
populations `p`, each labelled by its site, are propagated by `exp (t K)`. -/
noncomputable def peakMatrix (K : Matrix n n ℝ) (p : n → ℝ) (t : ℝ) : Matrix n n ℝ :=
  NormedSpace.exp (t • K) * diagonal p

/-- The propagator is the sum of its exponential series. -/
theorem exp_hasSum (A : Matrix n n ℝ) :
    HasSum (fun k : ℕ => ((k.factorial : ℝ)⁻¹) • A ^ k) (NormedSpace.exp A) := by
  let : NormedRing (Matrix n n ℝ) := Matrix.linftyOpNormedRing
  let : NormedAlgebra ℝ (Matrix n n ℝ) := Matrix.linftyOpNormedAlgebra
  have : CompleteSpace (Matrix n n ℝ) := FiniteDimensional.complete ℝ _
  exact NormedSpace.exp_series_hasSum_exp' (𝕂 := ℝ) A

/-- If `D` intertwines two generators, it intertwines their propagators. -/
theorem exp_intertwine {A B D : Matrix n n ℝ} (h : A * D = D * B) :
    NormedSpace.exp A * D = D * NormedSpace.exp B := by
  have hp : ∀ k : ℕ, A ^ k * D = D * B ^ k := by
    intro k
    induction k with
    | zero => simp
    | succ k ih =>
      rw [pow_succ, mul_assoc, h, ← mul_assoc, ih, mul_assoc, ← pow_succ]
  -- compare the two exponential series term by term
  have h1 := (exp_hasSum A).mul_right D
  have h2 := (exp_hasSum B).mul_left D
  have e : (fun k : ℕ => (((k.factorial : ℝ)⁻¹) • A ^ k) * D)
      = fun k : ℕ => D * (((k.factorial : ℝ)⁻¹) • B ^ k) := by
    funext k
    rw [smul_mul_assoc, mul_smul_comm, hp]
  rw [e] at h1
  exact h1.unique h2

/-- The initial build-up rate of the peak `(i, j)` is the flux `K i j * p j`. -/
theorem peak_initial_rate (K : Matrix n n ℝ) (p : n → ℝ) (i j : n) :
    HasDerivAt (fun t : ℝ => peakMatrix K p t i j) (K i j * p j) 0 := by
  let : NormedRing (Matrix n n ℝ) := Matrix.linftyOpNormedRing
  let : NormedAlgebra ℝ (Matrix n n ℝ) := Matrix.linftyOpNormedAlgebra
  have : CompleteSpace (Matrix n n ℝ) := FiniteDimensional.complete ℝ _
  have h := hasDerivAt_exp_smul_const (𝕂 := ℝ) K (0 : ℝ)
  -- reading off one matrix entry is a continuous linear map
  let L : Matrix n n ℝ →L[ℝ] ℝ :=
    LinearMap.toContinuousLinearMap (Matrix.entryLinearMap ℝ ℝ i j)
  have h2 := L.hasFDerivAt.comp_hasDerivAt (0 : ℝ) h
  have h0 : L (NormedSpace.exp ((0 : ℝ) • K) * K) = K i j := by
    rw [zero_smul, NormedSpace.exp_zero, one_mul]
    rfl
  have h3 : HasDerivAt (fun t : ℝ => NormedSpace.exp (t • K) i j) (K i j) 0 :=
    h2.congr_deriv h0
  have e : (fun t : ℝ => peakMatrix K p t i j)
      = fun t : ℝ => NormedSpace.exp (t • K) i j * p j := by
    funext t
    rw [peakMatrix, Matrix.mul_diagonal]
  rw [e]
  exact h3.mul_const (p j)

/-- The peak matrix is symmetric at every real `t` if and only if the rates and populations satisfy
detailed balance. -/
theorem peakMatrix_isSymm_iff (K : Matrix n n ℝ) (p : n → ℝ) :
    (∀ t, (peakMatrix K p t).IsSymm) ↔ DetailedBalance K p := by
  constructor
  · intro h i j
    -- equal peaks have equal initial build-up rates
    have e : (fun t : ℝ => peakMatrix K p t i j) = fun t : ℝ => peakMatrix K p t j i :=
      funext fun t => (h t).apply j i
    have d := peak_initial_rate K p i j
    rw [e] at d
    exact d.unique (peak_initial_rate K p j i)
  · intro h t
    have hD : K * diagonal p = diagonal p * Kᵀ := by
      ext i j
      rw [Matrix.mul_diagonal, Matrix.diagonal_mul, Matrix.transpose_apply, h i j, mul_comm]
    have ht : (t • K) * diagonal p = diagonal p * (t • K)ᵀ := by
      rw [Matrix.transpose_smul, smul_mul_assoc, mul_smul_comm, hD]
    change (peakMatrix K p t)ᵀ = peakMatrix K p t
    rw [peakMatrix, Matrix.transpose_mul, Matrix.diagonal_transpose, ← Matrix.exp_transpose]
    exact (exp_intertwine ht).symm

/-- Cross peaks stay mirror-equal when each site `i` also loses magnetization at its own
rate `R i`. -/
theorem peakMatrix_isSymm_of_relaxation {K : Matrix n n ℝ} {p : n → ℝ}
    (h : DetailedBalance K p) (R : n → ℝ) (t : ℝ) :
    (peakMatrix (K - diagonal R) p t).IsSymm := by
  refine (peakMatrix_isSymm_iff _ p).2 ?_ t
  intro i j
  by_cases hij : i = j
  · subst hij
    rfl
  · rw [Matrix.sub_apply, Matrix.sub_apply, Matrix.diagonal_apply_ne _ hij,
      Matrix.diagonal_apply_ne _ (Ne.symm hij), sub_zero, sub_zero]
    exact h i j

/-- Under detailed balance a peak at mixing time `t` is a population-weighted overlap of two
rows of the propagator for time `t / 2`. -/
theorem peak_eq_overlap {K : Matrix n n ℝ} {p : n → ℝ} (h : DetailedBalance K p)
    (t : ℝ) (i j : n) :
    peakMatrix K p t i j = ∑ k, p k *
      (NormedSpace.exp ((t / 2) • K) i k * NormedSpace.exp ((t / 2) • K) j k) := by
  have hs := (peakMatrix_isSymm_iff K p).2 h (t / 2)
  have e : NormedSpace.exp (t • K)
      = NormedSpace.exp ((t / 2) • K) * NormedSpace.exp ((t / 2) • K) := by
    rw [← Matrix.exp_add_of_commute _ _ (Commute.refl _), ← add_smul, add_halves]
  rw [peakMatrix, e, mul_assoc, Matrix.mul_apply]
  refine Finset.sum_congr rfl fun k _ => ?_
  -- mirror symmetry at half the mixing time
  have hk := hs.apply j k
  rw [peakMatrix] at hk
  rw [hk, Matrix.mul_diagonal]
  ring

/-- Under detailed balance with nonnegative populations, the square of a cross peak is at most
the product of the two diagonal peaks it connects. -/
theorem cross_peak_sq_le {K : Matrix n n ℝ} {p : n → ℝ} (h : DetailedBalance K p)
    (hp : ∀ i, 0 ≤ p i) (t : ℝ) (i j : n) :
    peakMatrix K p t i j ^ 2 ≤ peakMatrix K p t i i * peakMatrix K p t j j := by
  have key : ∀ a b, peakMatrix K p t a b = ∑ k,
      (√(p k) * NormedSpace.exp ((t / 2) • K) a k) *
        (√(p k) * NormedSpace.exp ((t / 2) • K) b k) := by
    intro a b
    rw [peak_eq_overlap h]
    refine Finset.sum_congr rfl fun k _ => ?_
    linear_combination (-(NormedSpace.exp ((t / 2) • K) a k *
      NormedSpace.exp ((t / 2) • K) b k)) * Real.mul_self_sqrt (hp k)
  have c := Finset.sum_mul_sq_le_sq_mul_sq Finset.univ
    (fun k => √(p k) * NormedSpace.exp ((t / 2) • K) i k)
    (fun k => √(p k) * NormedSpace.exp ((t / 2) • K) j k)
  rw [key i j, key i i, key j j]
  simpa only [sq] using c

/-- If exchange conserves magnetization and obeys detailed balance, the peaks in each column and
in each row add up to the population of that site. -/
theorem peak_sums {K : Matrix n n ℝ} {p : n → ℝ} (hK : ∀ j, ∑ i, K i j = 0)
    (h : DetailedBalance K p) (t : ℝ) (j : n) :
    ∑ i, peakMatrix K p t i j = p j ∧ ∑ i, peakMatrix K p t j i = p j := by
  have hJ : (0 : Matrix n n ℝ) * Matrix.of (fun _ _ => (1 : ℝ))
      = Matrix.of (fun _ _ => (1 : ℝ)) * (t • K) := by
    ext a b
    simp [Matrix.mul_apply, ← Finset.mul_sum, hK]
  -- the all-ones matrix sums the columns of the propagator
  have hE := exp_intertwine hJ
  rw [NormedSpace.exp_zero, one_mul] at hE
  have hs := congrFun (congrFun hE j) j
  simp only [Matrix.mul_apply, Matrix.of_apply, one_mul] at hs
  have hc : ∑ i, peakMatrix K p t i j = p j := by
    simp only [peakMatrix, Matrix.mul_diagonal]
    rw [← Finset.sum_mul, ← hs, one_mul]
  refine ⟨hc, ?_⟩
  rw [← hc]
  exact Finset.sum_congr rfl fun i _ => ((peakMatrix_isSymm_iff K p).2 h t).apply i j

/-- Two-site exchange with rate `a` from site 0 to site 1 and rate `b` back conserves
magnetization and obeys detailed balance with populations in the ratio `b : a`. -/
theorem detailedBalance_witness (a b : ℝ) :
    (∀ j, ∑ i, !![-a, b; a, -b] i j = 0) ∧
      DetailedBalance !![-a, b; a, -b] ![b, a] := by
  constructor
  · intro j
    fin_cases j <;> simp [Fin.sum_univ_succ]
  · intro i j
    fin_cases i <;> fin_cases j <;> simp [mul_comm]

/-- One-way cyclic exchange `0 → 1 → 2 → 0` with unit rates. -/
def cyclicExchange : Matrix (Fin 3) (Fin 3) ℝ :=
  !![-1, 0, 1; 1, -1, 0; 0, 1, -1]

/-- One-way cyclic exchange conserves magnetization and keeps equal populations stationary, yet its
peak matrix is not symmetric at some real `t`. -/
theorem cyclicExchange_asymmetric :
    (∀ j, ∑ i, cyclicExchange i j = 0) ∧ (∀ i, ∑ j, cyclicExchange i j * 1 = 0) ∧
      ∃ t, ¬ (peakMatrix cyclicExchange (fun _ => 1) t).IsSymm := by
  refine ⟨?_, ?_, ?_⟩
  · intro j
    fin_cases j <;> simp [cyclicExchange, Fin.sum_univ_succ]
  · intro i
    fin_cases i <;> simp [cyclicExchange, Fin.sum_univ_succ]
  · by_contra hcon
    push Not at hcon
    have h := (peakMatrix_isSymm_iff _ _).1 hcon 0 1
    simp [cyclicExchange] at h

end ExchangeCrossPeaks
```

```lean
#print axioms ExchangeCrossPeaks.peakMatrix_isSymm_iff
#print axioms ExchangeCrossPeaks.cross_peak_sq_le
#print axioms ExchangeCrossPeaks.peak_sums
#print axioms ExchangeCrossPeaks.cyclicExchange_asymmetric
```

```
'ExchangeCrossPeaks.peakMatrix_isSymm_iff' depends on axioms: [propext, Classical.choice, Quot.sound]
'ExchangeCrossPeaks.cross_peak_sq_le' depends on axioms: [propext, Classical.choice, Quot.sound]
'ExchangeCrossPeaks.peak_sums' depends on axioms: [propext, Classical.choice, Quot.sound]
'ExchangeCrossPeaks.cyclicExchange_asymmetric' depends on axioms: [propext, Classical.choice, Quot.sound]
```

### How the Lean statements describe the spectrum

The sites form a finite type `n`, `K : Matrix n n ℝ` is the rate matrix, and `p : n → ℝ` lists the populations. `DetailedBalance K p` is the flux condition, and `peakMatrix K p t` is $G(t)$. The column index is the site before mixing and the row index the site after it.

The main theorem, `peakMatrix_isSymm_iff`, says that `peakMatrix K p t` is symmetric for every real `t` exactly when `DetailedBalance K p` holds. Actual mixing times are the values $t\ge 0$. Symmetry at these alone already gives detailed balance, because the one-sided derivatives at zero then agree; this refinement is not part of the Lean statement. The theorem requires neither nonnegative rates, nor positive populations, nor zero column sums. The other statements add hypotheses only where they use them:

- `peakMatrix_isSymm_of_relaxation` assumes detailed balance for `K` and allows an arbitrary loss rate `R i` on each site.
- `cross_peak_sq_le` needs detailed balance and nonnegative populations.
- `peak_sums` assumes detailed balance and zero column sums, so it describes exchange without net relaxation losses. The column sums use only the second assumption, and for the row sums stationary populations, $Kp=0$, would already be enough.

Populations need not add up to one. The two-site example `detailedBalance_witness` uses `![b, a]`, which becomes your $p_0,p_1$ after division by $a+b$. The cyclic example gives each site weight 1, which corresponds to a normalised population of $1/3$.

The model is classical and idealised. Exchange acts only during the mixing time, the intensities are not distorted by the evolution and detection periods, and the magnetization before mixing is proportional to `p`. If the spins have not fully recovered between scans, the actual starting magnetizations take the place of `p`, and they may fail the balance condition even when the equilibrium populations satisfy it.

For simulation practice, the theorem gives a consistency check on computed exchange spectra within this finite-site, linear model: an asymmetry beyond rounding error means that the rates and starting weights put in were not balanced, or that the computation itself is faulty.

### How the proof follows the derivation

`exp_hasSum` states that the matrix exponential is the sum of its power series. `exp_intertwine` then proves a slightly more general fact than the symmetry argument needs: if $AD=DB$, then $e^AD=De^B$. The induction `hp` is the step from $K^k$ to $K^{k+1}$. Multiplying one series by $D$ on the right and the other by $D$ on the left gives the same terms, and `h1.unique h2` concludes that the sums agree.

`peak_initial_rate` takes Mathlib's derivative of $e^{tK}$ at zero, reads off one entry through the continuous linear map `L`, and multiplies by `p j`.

In `peakMatrix_isSymm_iff`, the first direction rewrites one peak function as its mirror image and uses the uniqueness of the derivative. The second turns detailed balance into `hD`, the equation $KD=DK^{\mathsf T}$, scales it by $t$, and applies `exp_intertwine` with $B=tK^{\mathsf T}$.

For relaxation, `by_cases hij : i = j` separates the trivial diagonal condition from the off-diagonal ones, where `diagonal R` contributes nothing.

`peak_eq_overlap` splits the propagator into two halves and uses the symmetry at `t / 2`, named `hs`. In `cross_peak_sq_le`, the statement `key` distributes each weight $p_k$ as two factors $\sqrt{p_k}$, after which `Finset.sum_mul_sq_le_sq_mul_sq` supplies Cauchy–Schwarz.

`peak_sums` uses `exp_intertwine` once more, now with the all-ones matrix $J$ in the place of $D$. Zero column sums give $0\cdot J=J(tK)$, hence $J=Je^{tK}$, which is the conservation of each column sum. The row sums follow by symmetry.

### Stationary populations without detailed balance

Detailed balance is stronger than stationarity. In `cyclicExchange`, spins move only along $0\to1\to2\to0$, with unit rates. Every site gains as much as it loses, so equal populations are stationary, but a steady current runs around the ring. The entries $K_{01}=0$ and $K_{10}=1$ violate the balance condition. `cyclicExchange_asymmetric` assumes symmetry at all times, derives $0=1$ from the main theorem, and concludes that the peak matrix is asymmetric at some `t`, without naming one.

The same ring shows what goes wrong if detailed balance is inferred from a single symmetric spectrum. The nonzero eigenvalues of this $K$ are $-\tfrac32\pm\tfrac{\sqrt3}{2}i$. At $t=2\pi/\sqrt3$ both exponentials equal $-\varepsilon$, with $\varepsilon=e^{-\sqrt3\,\pi}$, and

$$e^{tK}=\tfrac13J-\varepsilon\left(I-\tfrac13J\right),$$

where $I$ is the identity matrix. This matrix is symmetric although a current flows. For normalised populations, each diagonal peak is $(1-2\varepsilon)/9$ and each cross peak is $(1+\varepsilon)/9$, so the bound $G_{ij}^2\le G_{ii}G_{jj}$ fails as well. This special mixing time is a supplement of mine, worked out separately from the Lean file. It shows why the quantifier over `t` belongs inside the left-hand side of the equivalence: symmetry at one nonzero mixing time is a weaker condition than symmetry at all of them.
